# The Kadison-Schwarz inequality for left-canonical transfer maps

When a matrix X on a bond is carried through L sites of a uniform left-canonical matrix-product state of finite bond dimension, the result can be bounded by carrying XᴴX through the same sites. The file proves this bound, first for one site and then for any L.

```lean
import Mathlib

open Matrix
open scoped ComplexOrder

namespace TransferKadisonSchwarz

variable {d n : Type*} [Fintype d] [Fintype n]

/-- The transfer map `X ↦ ∑ₛ (Aˢ)ᴴ X Aˢ` of a matrix-product tensor `A` with physical
index `s`, acting on matrices over the bond space. -/
def transfer (A : d → Matrix n n ℂ) (X : Matrix n n ℂ) : Matrix n n ℂ :=
  ∑ s, (A s)ᴴ * X * A s

/-- The transfer map commutes with taking the adjoint. -/
theorem transfer_conjTranspose (A : d → Matrix n n ℂ) (X : Matrix n n ℂ) :
    transfer A Xᴴ = (transfer A X)ᴴ := by
  simp only [transfer, Matrix.conjTranspose_sum, Matrix.conjTranspose_mul,
    Matrix.conjTranspose_conjTranspose, Matrix.mul_assoc]

/-- The transfer map respects differences. -/
theorem transfer_sub (A : d → Matrix n n ℂ) (X Y : Matrix n n ℂ) :
    transfer A (X - Y) = transfer A X - transfer A Y := by
  simp only [transfer, Matrix.mul_sub, Matrix.sub_mul, Finset.sum_sub_distrib]

/-- The transfer map sends positive semidefinite matrices to positive semidefinite ones. -/
theorem transfer_posSemidef (A : d → Matrix n n ℂ) {X : Matrix n n ℂ}
    (hX : X.PosSemidef) : (transfer A X).PosSemidef :=
  Matrix.posSemidef_sum _ fun s _ => hX.conjTranspose_mul_mul_same (A s)

variable [DecidableEq n]

/-- The left-canonical gauge condition `∑ₛ (Aˢ)ᴴ Aˢ = 1`. -/
def LeftCanonical (A : d → Matrix n n ℂ) : Prop :=
  ∑ s, (A s)ᴴ * A s = 1

/-- For a left-canonical tensor the Schwarz defect `Φ(XᴴX) - Φ(X)ᴴΦ(X)` is the sum over the
physical index of the squares `MₛᴴMₛ` with `Mₛ = X Aˢ - Aˢ Φ(X)`. -/
theorem schwarz_defect_eq {A : d → Matrix n n ℂ} (h : LeftCanonical A)
    (X : Matrix n n ℂ) :
    transfer A (Xᴴ * X) - (transfer A X)ᴴ * transfer A X =
      ∑ s, (X * A s - A s * transfer A X)ᴴ * (X * A s - A s * transfer A X) := by
  have h' : ∑ s, (A s)ᴴ * A s = 1 := h
  -- expand one square, with an arbitrary matrix `F` in the place of `Φ(X)`
  have hs : ∀ (F : Matrix n n ℂ) (s : d),
      (X * A s - A s * F)ᴴ * (X * A s - A s * F) =
        (A s)ᴴ * (Xᴴ * X) * A s - (A s)ᴴ * Xᴴ * A s * F
          - Fᴴ * ((A s)ᴴ * X * A s) + Fᴴ * ((A s)ᴴ * A s) * F := by
    intro F s
    rw [Matrix.conjTranspose_sub, Matrix.conjTranspose_mul, Matrix.conjTranspose_mul]
    noncomm_ring
  -- sum the four terms; the gauge condition enters in the last one
  have h0 : ∑ s, (A s)ᴴ * (Xᴴ * X) * A s = transfer A (Xᴴ * X) := rfl
  have h1 : ∑ s, (A s)ᴴ * Xᴴ * A s * transfer A X
      = (transfer A X)ᴴ * transfer A X := by
    rw [← Finset.sum_mul, ← transfer_conjTranspose]
    rfl
  have h2 : ∑ s, (transfer A X)ᴴ * ((A s)ᴴ * X * A s)
      = (transfer A X)ᴴ * transfer A X := by
    rw [← Finset.mul_sum]
    rfl
  have h3 : ∑ s, (transfer A X)ᴴ * ((A s)ᴴ * A s) * transfer A X
      = (transfer A X)ᴴ * transfer A X := by
    rw [← Finset.sum_mul, ← Finset.mul_sum, h', Matrix.mul_one]
  simp only [hs, Finset.sum_add_distrib, Finset.sum_sub_distrib, h0, h1, h2, h3]
  abel

/-- Kadison-Schwarz inequality: for a left-canonical tensor, `Φ(XᴴX) - Φ(X)ᴴΦ(X)` is
positive semidefinite for every matrix `X` on the bond space. -/
theorem kadison_schwarz {A : d → Matrix n n ℂ} (h : LeftCanonical A)
    (X : Matrix n n ℂ) :
    (transfer A (Xᴴ * X) - (transfer A X)ᴴ * transfer A X).PosSemidef := by
  rw [schwarz_defect_eq h]
  exact Matrix.posSemidef_sum _ fun s _ => Matrix.posSemidef_conjTranspose_mul_self _

/-- For a left-canonical tensor, equality holds in the Kadison-Schwarz inequality exactly when `X`
can be pulled through every matrix of the tensor, `X Aˢ = Aˢ Φ(X)`. -/
theorem kadison_schwarz_eq_iff {A : d → Matrix n n ℂ} (h : LeftCanonical A)
    (X : Matrix n n ℂ) :
    transfer A (Xᴴ * X) = (transfer A X)ᴴ * transfer A X ↔
      ∀ s, X * A s = A s * transfer A X := by
  rw [← sub_eq_zero, schwarz_defect_eq h]
  constructor
  · intro h0 s
    -- the traces of the squares are nonnegative and add up to zero
    have ht := congrArg Matrix.trace h0
    rw [Matrix.trace_sum, Matrix.trace_zero] at ht
    have hz := (Finset.sum_eq_zero_iff_of_nonneg fun t _ =>
      (Matrix.posSemidef_conjTranspose_mul_self
        (X * A t - A t * transfer A X)).trace_nonneg).1 ht s (Finset.mem_univ s)
    exact sub_eq_zero.1 (Matrix.trace_conjTranspose_mul_self_eq_zero_iff.1 hz)
  · intro hX
    refine Finset.sum_eq_zero fun s _ => ?_
    rw [sub_eq_zero.2 (hX s), Matrix.mul_zero]

/-- For a left-canonical tensor, if `X` saturates the Kadison-Schwarz inequality, then `Φ(Y X) =
Φ(Y) Φ(X)` for every matrix `Y`. -/
theorem transfer_mul_of_saturated {A : d → Matrix n n ℂ} (h : LeftCanonical A)
    {X : Matrix n n ℂ}
    (hX : transfer A (Xᴴ * X) = (transfer A X)ᴴ * transfer A X) (Y : Matrix n n ℂ) :
    transfer A (Y * X) = transfer A Y * transfer A X := by
  have hs := (kadison_schwarz_eq_iff h X).1 hX
  calc transfer A (Y * X) = ∑ s, (A s)ᴴ * Y * A s * transfer A X := by
        refine Finset.sum_congr rfl fun s _ => ?_
        -- pull `X` through the tensor
        simp only [Matrix.mul_assoc, hs s]
    _ = transfer A Y * transfer A X := by
        rw [← Finset.sum_mul]
        rfl

/-- For a left-canonical tensor the Kadison-Schwarz inequality holds for the transfer map applied
`L` times, for every number of sites `L`. -/
theorem kadison_schwarz_iterate {A : d → Matrix n n ℂ} (h : LeftCanonical A)
    (X : Matrix n n ℂ) (L : ℕ) :
    ((transfer A)^[L] (Xᴴ * X)
      - ((transfer A)^[L] X)ᴴ * (transfer A)^[L] X).PosSemidef := by
  induction L with
  | zero =>
    simp only [Function.iterate_zero, id_eq, sub_self]
    exact Matrix.PosSemidef.zero
  | succ L ih =>
    -- positivity carries the old defect along; the new site adds its own defect
    have key := (transfer_posSemidef A ih).add (kadison_schwarz h ((transfer A)^[L] X))
    rw [transfer_sub, sub_add_sub_cancel] at key
    simpa only [Function.iterate_succ_apply'] using key

/-- The GHZ tensor: its two matrices are the projectors on the two bond basis states. -/
def ghz : Fin 2 → Matrix (Fin 2) (Fin 2) ℂ :=
  ![!![1, 0; 0, 0], !![0, 0; 0, 1]]

/-- The GHZ tensor is left-canonical, and for the bit-flip matrix its Schwarz defect is the
identity matrix. -/
theorem leftCanonical_witness :
    LeftCanonical ghz ∧
      transfer ghz ((!![0, 1; 1, 0] : Matrix (Fin 2) (Fin 2) ℂ)ᴴ * !![0, 1; 1, 0])
        - (transfer ghz !![0, 1; 1, 0])ᴴ * transfer ghz !![0, 1; 1, 0] = 1 := by
  constructor
  · unfold LeftCanonical
    ext i j
    fin_cases i <;> fin_cases j <;>
      simp [ghz, Matrix.mul_apply, Fin.sum_univ_two]
  · ext i j
    fin_cases i <;> fin_cases j <;>
      simp [transfer, ghz, Matrix.mul_apply, Fin.sum_univ_two]

end TransferKadisonSchwarz
```

```lean
#print axioms TransferKadisonSchwarz.transfer_mul_of_saturated
#print axioms TransferKadisonSchwarz.kadison_schwarz_iterate
```

```
'TransferKadisonSchwarz.transfer_mul_of_saturated' depends on axioms: [propext, Classical.choice, Quot.sound]
'TransferKadisonSchwarz.kadison_schwarz_iterate' depends on axioms: [propext, Classical.choice, Quot.sound]
```

## The map and its gauge

The tensor `A` assigns a square complex matrix Aˢ to each value s of a finite physical index `d`. The type `n` labels the bond basis, and ᴴ is the adjoint. The function `transfer A` is the map

Φ(X) = ∑ₛ (Aˢ)ᴴ X Aˢ,

which moves a matrix from the bond left of a site to the bond on its right. The hypothesis `LeftCanonical A` says ∑ₛ (Aˢ)ᴴAˢ = 1. Physically, the site tensor is then an isometry from its right bond into the physical space times its left bond, so Φ(1) = 1. This gauge is assumed; the file does not construct it.

The theorem `kadison_schwarz` says that for every X the defect

Φ(XᴴX) − Φ(X)ᴴΦ(X)

is `PosSemidef`: Hermitian, with a nonnegative quadratic form. The inequality of this name is usually stated for wider classes of positive maps on operator algebras. Here Φ comes from a finite family of square matrices, and `kadison_schwarz_iterate` uses the same tensor at every site.

## The defect as a sum of squares

Write F = Φ(X) and Mₛ = X Aˢ − Aˢ F. Multiplying out gives

MₛᴴMₛ = (Aˢ)ᴴXᴴX Aˢ − (Aˢ)ᴴXᴴAˢ F − Fᴴ(Aˢ)ᴴX Aˢ + Fᴴ(Aˢ)ᴴAˢ F.

Now sum over s. The first term becomes Φ(XᴴX). The second becomes −Φ(Xᴴ)F = −FᴴF, because Φ commutes with the adjoint (`transfer_conjTranspose`). The third is also −FᴴF, and the gauge condition turns the fourth into +FᴴF. Hence

∑ₛ MₛᴴMₛ = Φ(XᴴX) − FᴴF,

which is `schwarz_defect_eq`. For any vector v, vᴴMₛᴴMₛv = ‖Mₛv‖² ≥ 0, so the defect is positive semidefinite.

The proof turns on the tactic `noncomm_ring`, which expands products while keeping the order of the factors. It does not know the rules for adjoints, so the preceding `rw` first distributes ᴴ over the difference and the products. The expansion `hs` is proved for an arbitrary matrix `F`; `h0` to `h3` then evaluate the four sums with Φ(X) in its place, and `abel` collects them.

## Equality and many sites

If the defect vanishes, so does its trace. Each tr(MₛᴴMₛ) is the sum of the squared moduli of the entries of Mₛ, so every Mₛ is zero:

X Aˢ = Aˢ Φ(X) for every s.

Conversely, this relation makes every square vanish. That is `kadison_schwarz_eq_iff`. For such an X and any Y, `transfer_mul_of_saturated` pulls X through the tensor:

Φ(YX) = ∑ₛ (Aˢ)ᴴY X Aˢ = ∑ₛ (Aˢ)ᴴY Aˢ Φ(X) = Φ(Y)Φ(X).

For L sites, let X_L = Φᴸ(X), written `(transfer A)^[L] X` in Lean, and Δ_L = Φᴸ(XᴴX) − X_LᴴX_L. Then Δ₀ = 0, and since Φ respects differences,

Δ_{L+1} = Φ(Δ_L) + [Φ(X_LᴴX_L) − Φ(X_L)ᴴΦ(X_L)].

The bracket is a one-site defect. The other term is positive semidefinite whenever Δ_L is, because

vᴴΦ(Δ_L)v = ∑ₛ (Aˢv)ᴴΔ_L(Aˢv) ≥ 0.

Induction on L gives `kadison_schwarz_iterate`; in the code, `sub_add_sub_cancel` removes the intermediate term Φ(X_LᴴX_L).

## The bit flip on the GHZ tensor

Take A⁰ = diag(1, 0) and A¹ = diag(0, 1), the tensor `ghz`. Their squares add up to 1, so the gauge condition holds, and Φ keeps the diagonal of a matrix and deletes the rest. Let X be the bit flip, with rows (0, 1) and (1, 0). Then

Φ(X) = 0, XᴴX = 1, Φ(XᴴX) = 1,

and the defect is 1 − 0 = 1, as `leftCanonical_witness` states. The squares give the same answer: with Φ(X) = 0 we have Mₛ = X Aˢ, so MₛᴴMₛ = AˢXᴴX Aˢ = Aˢ, and A⁰ + A¹ = 1. The inequality can therefore be strict.
